# A Gaussian density carried along by an atom whose own potential is x²/2 + gx, g ≠ 0: the Hellmann-Feynman force is not minus the derivative of the energy along this motion

A density with profile \(\rho\) centred at \(a\), in the potential \(V\) of an atom at \(s\), has the energy \(E(a,s)=\int\rho(x-a)\,V(x-s)\,dx\) over the real line. The example takes \(\rho(x)=e^{-x^2}/\sqrt\pi\) and \(V(x)=x^2/2+gx\) with a real constant \(g\). Its Hellmann-Feynman force is minus the derivative of \(E(a,s)\) in \(s\) at fixed \(a\), taken at \(a=s\). It is compared with minus the derivative of \(E(s,s)\), the energy when the density follows the atom.

```lean
import Mathlib

open MeasureTheory

namespace ComovingDensityForce

noncomputable section

/-- Energy of a density with profile `ρ` centred at `a` in the potential `V` of an atom at `s`. -/
def energy (ρ V : ℝ → ℝ) (a s : ℝ) : ℝ := ∫ x, ρ (x - a) * V (x - s)

/-- Hellmann-Feynman force on an atom at `s`: the integral of `V'(x - s)` against the density
centred on the atom. -/
def hellmannFeynmanForce (ρ V : ℝ → ℝ) (s : ℝ) : ℝ := ∫ x, ρ (x - s) * deriv V (x - s)

/-- Pulay force on an atom at `s`: the integral of `ρ'(x - s) V(x - s)`, which stems from the
motion of the density. -/
def pulayForce (ρ V : ℝ → ℝ) (s : ℝ) : ℝ := ∫ x, deriv ρ (x - s) * V (x - s)

/-- The Gaussian density profile `exp(-x²)/√π`. -/
def density (x : ℝ) : ℝ := Real.exp (-x ^ 2) / Real.sqrt Real.pi

/-- The atomic potential `x²/2 + g x`, a harmonic well with a linear term of strength `g`. -/
def atomPotential (g x : ℝ) : ℝ := x ^ 2 / 2 + g * x

/-- For a differentiable density profile and potential, with `ρV`, `ρV'` and `ρ'V` integrable,
the Hellmann-Feynman and Pulay forces of a density that follows its atom cancel. -/
theorem force_balance {ρ V : ℝ → ℝ} (hρ : Differentiable ℝ ρ) (hV : Differentiable ℝ V)
    (h0 : Integrable (fun x => ρ x * V x)) (h1 : Integrable (fun x => ρ x * deriv V x))
    (h2 : Integrable (fun x => deriv ρ x * V x)) (s : ℝ) :
    hellmannFeynmanForce ρ V s + pulayForce ρ V s = 0 := by
  -- move the origin to the atom
  have e1 : hellmannFeynmanForce ρ V s = ∫ x, ρ x * deriv V x :=
    integral_sub_right_eq_self (fun x => ρ x * deriv V x) s
  have e2 : pulayForce ρ V s = ∫ x, deriv ρ x * V x :=
    integral_sub_right_eq_self (fun x => deriv ρ x * V x) s
  -- the sum is the integral of a total derivative
  have hd : ∀ x, HasDerivAt (fun y => ρ y * V y) (ρ x * deriv V x + deriv ρ x * V x) x :=
    fun x => ((hρ x).hasDerivAt.fun_mul (hV x).hasDerivAt).congr_deriv (by ring)
  rw [e1, e2, ← integral_add h1 h2]
  exact integral_eq_zero_of_hasDerivAt_of_integrable hd (h1.add h2) h0

/-- The slope of the Gaussian density is `-2x` times the density. -/
theorem density_hasDerivAt (x : ℝ) : HasDerivAt density (-2 * x * density x) x := by
  have h : HasDerivAt (fun y : ℝ => -y ^ 2) (-(2 * x)) x := by
    simpa using (hasDerivAt_pow 2 x).fun_neg
  exact (h.exp.div_const (Real.sqrt Real.pi)).congr_deriv (by unfold density; ring)

/-- The slope of the atomic potential is `x + g`. -/
theorem atomPotential_hasDerivAt (g x : ℝ) : HasDerivAt (atomPotential g) (x + g) x := by
  have h : HasDerivAt (fun y : ℝ => y ^ 2) (2 * x) x := by simpa using hasDerivAt_pow 2 x
  exact ((h.div_const 2).fun_add ((hasDerivAt_id' x).const_mul g)).congr_deriv (by ring)

/-- Every natural-number power of the position is integrable against the Gaussian density. -/
theorem integrable_moment (n : ℕ) : Integrable (fun x : ℝ => x ^ n * density x) := by
  have hn : (-1 : ℝ) < n := by
    have : (0 : ℝ) ≤ n := Nat.cast_nonneg n
    linarith
  have h := (integrable_rpow_mul_exp_neg_mul_sq (b := 1) one_pos hn).div_const
    (Real.sqrt Real.pi)
  refine h.congr (Filter.Eventually.of_forall fun x => ?_)
  simp only [density, Real.rpow_natCast, neg_mul, one_mul]
  ring

/-- The Gaussian average of the quadratic polynomial `A + B x + C x²` is `A + C/2`. -/
theorem gaussian_average (A B C : ℝ) :
    ∫ x, density x * (A + B * x + C * x ^ 2) = A + C / 2 := by
  have i0 : Integrable density := by simpa using integrable_moment 0
  have i1 : Integrable (fun x => x * density x) := by simpa using integrable_moment 1
  have i2 := integrable_moment 2
  -- normalisation
  have m0 : ∫ x, density x = 1 := by
    have h := integral_gaussian 1
    simp only [neg_mul, one_mul, div_one] at h
    simp only [density]
    rw [integral_div, h, div_self (Real.sqrt_pos.mpr Real.pi_pos).ne']
  -- first and second moments from total derivatives
  have m1 : ∫ x, x * density x = 0 := by
    have hd : ∀ x, HasDerivAt (fun y => -(1 / 2) * density y) (x * density x) x :=
      fun x => ((density_hasDerivAt x).const_mul (-(1 / 2))).congr_deriv (by ring)
    exact integral_eq_zero_of_hasDerivAt_of_integrable hd i1 (i0.const_mul _)
  have m2 : ∫ x, x ^ 2 * density x = 1 / 2 := by
    have hd : ∀ x, HasDerivAt (fun y => -(1 / 2) * (y * density y))
        (x ^ 2 * density x - 1 / 2 * density x) x := fun x =>
      (((hasDerivAt_id' x).fun_mul (density_hasDerivAt x)).const_mul (-(1 / 2))).congr_deriv
        (by ring)
    have h := integral_eq_zero_of_hasDerivAt_of_integrable hd
      (i2.sub (i0.const_mul (1 / 2))) (i1.const_mul _)
    rw [integral_sub i2 (i0.const_mul (1 / 2)), integral_const_mul, m0] at h
    linarith
  have j : Integrable (fun x => A * density x + B * (x * density x)) :=
    (i0.const_mul A).add (i1.const_mul B)
  calc ∫ x, density x * (A + B * x + C * x ^ 2)
      = ∫ x, (A * density x + B * (x * density x)) + C * (x ^ 2 * density x) := by
        congr 1
        funext x
        ring
    _ = A + C / 2 := by
        rw [integral_add j (i2.const_mul C), integral_add (i0.const_mul A) (i1.const_mul B),
          integral_const_mul, integral_const_mul, integral_const_mul, m0, m1, m2]
        ring

/-- Energy of the Gaussian density centred at `a` in the potential of an atom at `s`. -/
theorem energy_eq (g a s : ℝ) :
    energy density (atomPotential g) a s = 1 / 4 + (a - s) ^ 2 / 2 + g * (a - s) := by
  calc energy density (atomPotential g) a s
      = ∫ x, density x * atomPotential g (x + (a - s)) := by
        rw [← integral_sub_right_eq_self
          (fun x => density x * atomPotential g (x + (a - s))) a]
        simp only [energy, sub_add_sub_cancel]
    _ = ∫ x, density x *
          (((a - s) ^ 2 / 2 + g * (a - s)) + ((a - s) + g) * x + 1 / 2 * x ^ 2) := by
        congr 1
        funext x
        unfold atomPotential
        ring
    _ = 1 / 4 + (a - s) ^ 2 / 2 + g * (a - s) := by
        rw [gaussian_average]
        ring

/-- For the Gaussian density centred on the atom, the Hellmann-Feynman force is `g` and the
Pulay force is `-g`. -/
theorem force_values (g s : ℝ) :
    hellmannFeynmanForce density (atomPotential g) s = g ∧
      pulayForce density (atomPotential g) s = -g := by
  have hHF : hellmannFeynmanForce density (atomPotential g) s = g := by
    calc hellmannFeynmanForce density (atomPotential g) s
        = ∫ x, density x * deriv (atomPotential g) x :=
          integral_sub_right_eq_self (fun x => density x * deriv (atomPotential g) x) s
      _ = ∫ x, density x * (g + 1 * x + 0 * x ^ 2) := by
          congr 1
          funext x
          rw [(atomPotential_hasDerivAt g x).deriv]
          ring
      _ = g := by
          rw [gaussian_average]
          ring
  -- the Pulay force follows from the general balance
  have hb := force_balance (ρ := density) (V := atomPotential g)
    (fun x => (density_hasDerivAt x).differentiableAt)
    (fun x => (atomPotential_hasDerivAt g x).differentiableAt)
    ((((integrable_moment 2).const_mul (1 / 2)).add
      ((integrable_moment 1).const_mul g)).congr (Filter.Eventually.of_forall fun x => by
        simp only [Pi.add_apply, atomPotential]
        ring))
    (((integrable_moment 1).add ((integrable_moment 0).const_mul g)).congr
      (Filter.Eventually.of_forall fun x => by
        simp only [Pi.add_apply, (atomPotential_hasDerivAt g x).deriv]
        ring))
    ((((integrable_moment 3).const_mul (-1)).add
      ((integrable_moment 2).const_mul (-2 * g))).congr (Filter.Eventually.of_forall fun x => by
        simp only [Pi.add_apply, (density_hasDerivAt x).deriv, atomPotential]
        ring)) s
  exact ⟨hHF, by linarith⟩

/-- For the Gaussian density centred on an atom with potential `x²/2 + g x`, the Hellmann-Feynman
force is minus the energy derivative when the atom moves and the density is frozen, and the Pulay
force is minus the energy derivative when the density moves and the atom is frozen. -/
theorem forces_are_partial_derivatives (g s : ℝ) :
    HasDerivAt (fun t => energy density (atomPotential g) s t)
      (-hellmannFeynmanForce density (atomPotential g) s) s ∧
    HasDerivAt (fun t => energy density (atomPotential g) t s)
      (-pulayForce density (atomPotential g) s) s := by
  have h1 : (fun t => energy density (atomPotential g) s t) =
      fun t => (1 / 4 + (s - t) * (s - t) / 2) + g * (s - t) := by
    funext t
    rw [energy_eq]
    ring
  have h2 : (fun t => energy density (atomPotential g) t s) =
      fun t => (1 / 4 + (t - s) * (t - s) / 2) + g * (t - s) := by
    funext t
    rw [energy_eq]
    ring
  have d1 : HasDerivAt (fun t : ℝ => s - t) (-1) s := (hasDerivAt_id' s).const_sub s
  have d2 : HasDerivAt (fun t : ℝ => t - s) 1 s := (hasDerivAt_id' s).sub_const s
  rw [h1, h2, (force_values g s).1, (force_values g s).2]
  exact ⟨((((d1.fun_mul d1).div_const 2).const_add (1 / 4)).fun_add
      (d1.const_mul g)).congr_deriv (by ring),
    ((((d2.fun_mul d2).div_const 2).const_add (1 / 4)).fun_add
      (d2.const_mul g)).congr_deriv (by ring)⟩

/-- Let the Gaussian density follow an atom with potential `x²/2 + g x`, `g ≠ 0`. The energy is
`1/4` at every atomic position, yet the Hellmann-Feynman force is `g`, so it is nowhere minus the
derivative of the energy. -/
theorem hellmannFeynman_fails_for_comoving_density {g : ℝ} (hg : g ≠ 0) (s : ℝ) :
    energy density (atomPotential g) s s = 1 / 4 ∧
    hellmannFeynmanForce density (atomPotential g) s = g ∧
    hellmannFeynmanForce density (atomPotential g) s ≠
      -deriv (fun t => energy density (atomPotential g) t t) s := by
  have hE : ∀ t, energy density (atomPotential g) t t = 1 / 4 := by
    intro t
    rw [energy_eq]
    ring
  have hc : (fun t => energy density (atomPotential g) t t) = fun _ => (1 / 4 : ℝ) := funext hE
  refine ⟨hE s, (force_values g s).1, ?_⟩
  rw [hc, deriv_const, (force_values g s).1, neg_zero]
  exact hg

end

end ComovingDensityForce
```

```lean
#print axioms ComovingDensityForce.forces_are_partial_derivatives
-- 'ComovingDensityForce.forces_are_partial_derivatives' depends on axioms: [propext, Classical.choice, Quot.sound]
#print axioms ComovingDensityForce.hellmannFeynman_fails_for_comoving_density
-- 'ComovingDensityForce.hellmannFeynman_fails_for_comoving_density' depends on axioms: [propext, Classical.choice, Quot.sound]
```

## Two forces and one energy

In Lean, \(E(a,s)\) is `energy ρ V a s`, with the density centre before the atomic position. The Gaussian is `density` and the potential is `atomPotential g`. The linear term puts the minimum of the well at \(-g\) relative to the atom, so for \(g\neq0\) a Gaussian centred on the atom sits off the minimum and feels an average slope \(g\).

Moving the atom under a frozen density changes only \(V(x-s)\). Since \(\partial_s V(x-s)=-V'(x-s)\), the force at \(a=s\) is
\[
F_{\rm HF}=\int\rho(x-s)\,V'(x-s)\,dx ,
\]
which is `hellmannFeynmanForce`. Moving the density under a frozen atom gives, again at \(a=s\),
\[
F_{\rm P}=\int\rho'(x-s)\,V(x-s)\,dx ,
\]
which is `pulayForce`. Both are defined as integrals; `forces_are_partial_derivatives` proves, for the Gaussian in the potential \(x^2/2+gx\), that they are minus the partial derivatives of \(E\) at \(a=s\).

The final theorem assumes `hg : g ≠ 0` and states three things for every \(s\): the energy \(E(s,s)\) is \(1/4\), the Hellmann-Feynman force is \(g\), and this force differs from minus the derivative of \(t\mapsto E(t,t)\) at \(s\).

In methods with an incomplete basis that moves with the atoms, such as atom-centred Gaussian orbitals, the energy derivative in general contains terms from that motion besides the Hellmann-Feynman force. The model shows an analogous term for a prescribed, rigid density in one dimension. It has no wavefunctions, kinetic energy or self-consistency, so its Pulay force is only the density-motion term, not the full basis-set correction of an electronic-structure code.

## Why the two forces cancel

Shifting the integration variable by \(s\) removes \(s\) from both forces, and their sum is the integral of a total derivative:
\[
F_{\rm HF}+F_{\rm P}=\int(\rho V'+\rho' V)\,dx=\int(\rho V)'\,dx=0 .
\]
This is `force_balance`, for any differentiable \(\rho\) and \(V\) with \(\rho V\), \(\rho V'\) and \(\rho'V\) integrable. The shift is `integral_sub_right_eq_self`, and `hd` is the product rule.

Boundedness of \(\rho V\) would not be enough in place of its integrability. Take \(\rho=1\), which is not a normalisable density and serves only as a mathematical test, and \(V=\arctan\). Then \(\rho V'=1/(1+x^2)\) and \(\rho'V=0\) are integrable, but the forces sum to \(\pi\).

## Gaussian averages

From \(\rho'=-2x\rho\) (`density_hasDerivAt`) follow
\[
x\rho=\left(-\tfrac12\rho\right)',\qquad x^2\rho-\tfrac12\rho=\left(-\tfrac12x\rho\right)' .
\]
Both right-hand sides integrate to zero. With \(\int\rho\,dx=1\), the first moment is therefore \(0\) and the second is \(1/2\), so
\[
\int\rho\,(A+Bx+Cx^2)\,dx=A+\frac C2 .
\]
This is `gaussian_average`; `integrable_moment` supplies the integrability of every natural-number power of \(x\) against the Gaussian.

## The energy and its derivatives

Put \(d=a-s\) and shift the variable by \(a\). The potential becomes
\[
V(x+d)=\left(\tfrac12d^2+gd\right)+(d+g)x+\tfrac12x^2 ,
\]
and averaging gives `energy_eq`:
\[
E(a,s)=\frac14+\frac{(a-s)^2}{2}+g(a-s).
\]

Since \(V'(x)=x+g\), the same averaging rule gives \(F_{\rm HF}=g\). The balance then gives \(F_{\rm P}=-g\); in `force_values`, its three integrability conditions reduce to Gaussian moments up to order three.

Differentiating the energy,
\[
\partial_aE=(a-s)+g,\qquad \partial_sE=-(a-s)-g .
\]
At \(a=s\) these are \(g\) and \(-g\), so minus the derivatives are \(F_{\rm P}\) and \(F_{\rm HF}\), as `forces_are_partial_derivatives` states.

When the density follows the atom, \(a=s=t\) and \(E(t,t)=1/4\) for every \(t\). The final proof rewrites this function as a constant, whose derivative is zero. The remaining claim is \(g\neq0\), which is the hypothesis `hg`; for \(g=0\) the Hellmann-Feynman force and the energy derivative both vanish and agree.
